# Gauge invariance of the local density ψ* P_Aⁿ ψ for kinetic momentum on a line

For one particle on a line, with kinetic momentum P_A ψ = −iψ′ + Aψ, the theorem says that the generally complex local density ψ* P_Aⁿ ψ is unchanged at every point when ψ is replaced by exp(−ig)ψ and A by A + g′. Here n is any natural number, the real potential A and the complex wavefunction ψ are smooth, and the real gauge function g is differentiable; ψ need not be normalised. The proof first uses the gauge covariance of the n-th iterate to bring the phase outside P_Aⁿ. It then multiplies the identity "conjugate phase times phase equals 1" by a suitable coefficient to close the goal.

As first written in Lean, the proof fails:

```lean
import Mathlib

open Complex
open scoped ContDiff ComplexConjugate

namespace MomentumDensityGaugeInvariant

noncomputable section

/-- The kinetic momentum `P_A ψ = -i ψ' + A ψ` on the line, for a real vector potential `A`. -/
def kineticMomentum (A : ℝ → ℝ) (ψ : ℝ → ℂ) : ℝ → ℂ :=
  fun x => -I * deriv ψ x + (A x : ℂ) * ψ x

/-- The gauge transformation `ψ ↦ exp(-i g) ψ` with a real gauge function `g`. -/
def gaugeTransform (g : ℝ → ℝ) (ψ : ℝ → ℂ) : ℝ → ℂ :=
  fun x => Complex.exp (-I * (g x : ℂ)) * ψ x

/-- For differentiable `g` and `ψ`, adding `g'` to the vector potential and multiplying the
wavefunction by `exp(-i g)` multiplies `P_A ψ` by the same phase. -/
theorem kineticMomentum_gauge (A : ℝ → ℝ) {g : ℝ → ℝ} {ψ : ℝ → ℂ}
    (hg : Differentiable ℝ g) (hψ : Differentiable ℝ ψ) :
    kineticMomentum (fun x => A x + deriv g x) (gaugeTransform g ψ)
      = gaugeTransform g (kineticMomentum A ψ) := by
  funext x
  have h1 : HasDerivAt (fun y => (g y : ℂ)) ((deriv g x : ℝ) : ℂ) x :=
    (hg x).hasDerivAt.ofReal_comp
  -- the product rule for the phase times the wavefunction
  have h2 : HasDerivAt (gaugeTransform g ψ)
      (Complex.exp (-I * (g x : ℂ)) * (-I * ((deriv g x : ℝ) : ℂ)) * ψ x
        + Complex.exp (-I * (g x : ℂ)) * deriv ψ x) x :=
    ((h1.const_mul (-I)).cexp).fun_mul (hψ x).hasDerivAt
  change -I * deriv (gaugeTransform g ψ) x
      + ((A x + deriv g x : ℝ) : ℂ) * (Complex.exp (-I * (g x : ℂ)) * ψ x)
    = Complex.exp (-I * (g x : ℂ)) * (-I * deriv ψ x + (A x : ℂ) * ψ x)
  rw [h2.deriv, ofReal_add]
  -- the derivative of the phase cancels the added potential
  linear_combination
    (((deriv g x : ℝ) : ℂ) * Complex.exp (-I * (g x : ℂ)) * ψ x) * I_sq

/-- For a smooth vector potential, every power of the kinetic momentum maps smooth
wavefunctions to smooth wavefunctions. -/
theorem contDiff_kineticMomentum_iterate {A : ℝ → ℝ} {ψ : ℝ → ℂ}
    (hA : ContDiff ℝ ∞ A) (hψ : ContDiff ℝ ∞ ψ) (n : ℕ) :
    ContDiff ℝ ∞ ((kineticMomentum A)^[n] ψ) := by
  induction n with
  | zero => exact hψ
  | succ n ih =>
    rw [Function.iterate_succ_apply']
    have hA' : ContDiff ℝ ∞ (fun x => (A x : ℂ)) := Complex.ofRealCLM.contDiff.comp hA
    exact (contDiff_const.mul (contDiff_infty_iff_deriv.1 ih).2).add (hA'.mul ih)

/-- Gauge covariance of all powers: for smooth `A` and `ψ` and differentiable `g`,
`P_(A+g')ⁿ (exp(-i g) ψ) = exp(-i g) P_Aⁿ ψ`. -/
theorem kineticMomentum_iterate_gauge {A g : ℝ → ℝ} {ψ : ℝ → ℂ}
    (hA : ContDiff ℝ ∞ A) (hg : Differentiable ℝ g) (hψ : ContDiff ℝ ∞ ψ) (n : ℕ) :
    (kineticMomentum (fun x => A x + deriv g x))^[n] (gaugeTransform g ψ)
      = gaugeTransform g ((kineticMomentum A)^[n] ψ) := by
  induction n with
  | zero => rfl
  | succ n ih =>
    rw [Function.iterate_succ_apply', Function.iterate_succ_apply', ih]
    exact kineticMomentum_gauge A hg
      (contDiff_infty_iff_deriv.1 (contDiff_kineticMomentum_iterate hA hψ n)).1

/-- For smooth `A` and `ψ` and differentiable `g`, the local density `ψ* P_Aⁿ ψ` is gauge invariant
at every point. -/
theorem momentum_density_gauge_invariant {A g : ℝ → ℝ} {ψ : ℝ → ℂ}
    (hA : ContDiff ℝ ∞ A) (hg : Differentiable ℝ g) (hψ : ContDiff ℝ ∞ ψ) (n : ℕ) (x : ℝ) :
    conj (gaugeTransform g ψ x)
        * (kineticMomentum (fun y => A y + deriv g y))^[n] (gaugeTransform g ψ) x
      = conj (ψ x) * (kineticMomentum A)^[n] ψ x := by
  rw [kineticMomentum_iterate_gauge hA hg hψ n]
  -- the gauge phase has modulus one
  have hphase : conj (Complex.exp (-I * (g x : ℂ))) * Complex.exp (-I * (g x : ℂ)) = 1 := by
    rw [← Complex.exp_conj, ← Complex.exp_add]
    simp
  simp only [gaugeTransform, map_mul (starRingEnd ℂ) (Complex.exp _) (ψ x)]
  linear_combination (conj (ψ x) * (kineticMomentum A)^[2 * 0 + n] ψ x) * hphase

end

end MomentumDensityGaugeInvariant
```

The compiler's answer:

```
Main.lean:78:2: error: ring failed, ring expressions not equal
A g : ℝ → ℝ
ψ : ℝ → ℂ
hA : ContDiff ℝ ∞ A
hg : Differentiable ℝ g
hψ : ContDiff ℝ ∞ ψ
n : ℕ
x : ℝ
hphase : (starRingEnd ℂ) (cexp (-I * ↑(g x))) * cexp (-I * ↑(g x)) = 1
⊢ (starRingEnd ℂ) (cexp (-I * ↑(g x))) * (starRingEnd ℂ) (ψ x) * cexp (-I * ↑(g x)) * (kineticMomentum A)^[n] ψ x -
          (starRingEnd ℂ) (cexp (-I * ↑(g x))) * (starRingEnd ℂ) (ψ x) * cexp (-I * ↑(g x)) *
            (kineticMomentum A)^[2 * 0 + n] ψ x -
        (starRingEnd ℂ) (ψ x) * (kineticMomentum A)^[n] ψ x +
      (starRingEnd ℂ) (ψ x) * (kineticMomentum A)^[2 * 0 + n] ψ x =
    0
```

Fix (accepted with no message):

```diff
@@ -76,5 +76,5 @@
     simp
   simp only [gaugeTransform, map_mul (starRingEnd ℂ) (Complex.exp _) (ψ x)]
-  linear_combination (conj (ψ x) * (kineticMomentum A)^[2 * 0 + n] ψ x) * hphase
+  linear_combination (conj (ψ x) * (kineticMomentum A)^[n] ψ x) * hphase
 
 end
```

The error says that, after `linear_combination` subtracts the multiple of `hphase` from the goal, `ring` cannot show that what remains is zero. The remainder has four terms, two containing `(kineticMomentum A)^[n] ψ x` and two containing `(kineticMomentum A)^[2 * 0 + n] ψ x`. They would cancel in pairs if these two values were recognised as the same.

They are equal, since `2 * 0 + n = n`, but `ring` does not use that here. The notation `^[n]` means applying a function `n` times; it is not a power in the ring of complex numbers. `ring` therefore treats each iterated value as an opaque atom and does not simplify the count inside it. Nor do the two counts agree by mere unfolding, because addition on the naturals recurses on its second argument, here the variable `n`.

The diff writes the coefficient with `^[n]`, exactly as in the goal. Only one such atom is then left, and the terms cancel.
